# For a convex energy, the end-point eigenvalues bracket the vertical charge transition level

## Eigenvalues as slopes from inside the interval

In these notes an orbital eigenvalue at integer occupation is a one-sided derivative of the total energy. Let \(E(n)\) be the energy of a defect at fixed nuclear positions when one of its orbitals holds \(n\) electrons, with \(n\) running continuously from 0 (empty) to 1 (filled). The eigenvalue \(\varepsilon_0\) of the empty orbital is the slope of \(E\) at \(n=0\), approached from \(n>0\). The eigenvalue \(\varepsilon_1\) of the filled orbital is the slope at \(n=1\), approached from \(n<1\).

An ordinary derivative at \(n=0\) would also require the same slope from \(n<0\), where charge is taken out of another orbital because this one is already empty. This requirement would exclude energies whose derivative jumps at integer occupation, and such jumps are physically meaningful: the energy needed to remove an electron from the defect generally differs from the energy released when one is added. The one-sided slope ignores what happens outside \([0,1]\).

That an eigenvalue is the derivative of the total energy with respect to occupation is the content of Janak's theorem in density functional theory. Here it is the definition of \(\varepsilon_0\) and \(\varepsilon_1\), and no Kohn–Sham equation appears.

## The level where two charge states balance

If the electrons come from a reservoir with chemical potential \(\mu\), the formation energy at occupation \(n\) is

\[
F(n) = E(n) - n\mu ,
\]

up to terms that are the same for both charge states, such as the energy of the host crystal and the chemical potentials of the atoms. The two charge states are equally favourable when \(F(1)=F(0)\), that is, when \(E(1)-\mu = E(0)\). This happens exactly at

\[
\mu = L, \qquad L = E(1)-E(0).
\]

The number \(L\) is the vertical charge transition level. It takes two total energies, whereas an eigenvalue comes out of a single calculation in one charge state. The result below gives the sign of the error made when the eigenvalue is used in place of \(L\), for a single orbital at fixed geometry whose energy is convex in the occupation.

## The bracket and its equality case

Suppose that \(E\) is convex on \([0,1]\) and that the one-sided slopes \(\varepsilon_0\) and \(\varepsilon_1\) exist as finite numbers. Then

\[
\varepsilon_0 \le L \le \varepsilon_1 ,
\]

and each of the equalities \(\varepsilon_0 = L\) and \(\varepsilon_1 = L\) holds exactly when \(E\) is a straight line on \([0,1]\).

The equality case depends on convexity. For \(E(n)=n^2-n^3\), which is not convex on \([0,1]\), both \(\varepsilon_0\) and \(L\) are zero although the energy is curved.

## Derivation from the deviation from linearity

The quantity to follow is the distance by which the energy lies below the chord joining the two charge states:

\[
D(n) = E(0) + nL - E(n).
\]

It vanishes at both ends, \(D(0)=D(1)=0\).

**The deviation is nonnegative.** Write \(n = (1-n)\cdot 0 + n\cdot 1\). Convexity gives

\[
E(n) \le (1-n)E(0) + nE(1) = E(0) + nL ,
\]

which is \(D(n)\ge 0\).

**The tangent at the empty end bounds it from above.** Take \(0<n\le 1\) and \(0<s<1\). Convexity between 0 and \(n\) gives \(E(sn)\le (1-s)E(0)+sE(n)\), and therefore

\[
\frac{E(sn)-E(0)}{sn} \le \frac{E(n)-E(0)}{n}.
\]

As \(s\to 0\) the left side tends to \(\varepsilon_0\), so \(E(n)\ge E(0)+n\varepsilon_0\). Inserting this into \(D\) yields

\[
D(n) \le n\,(L-\varepsilon_0).
\]

At \(n=0\) both sides are zero, so the bound holds on all of \([0,1]\).

**The tangent at the filled end does the same.** Take \(0\le n<1\) and \(0<s<1\). The point \(1-s(1-n)\) equals \((1-s)\cdot 1+s\,n\), so \(E(1-s(1-n))\le (1-s)E(1)+sE(n)\). Rearranged and divided by \(s(1-n)\), this reads

\[
\frac{E(1)-E(1-s(1-n))}{s(1-n)} \ge \frac{E(1)-E(n)}{1-n}.
\]

As \(s\to 0\) the left side tends to \(\varepsilon_1\), so \(E(n)\ge E(1)-(1-n)\varepsilon_1\). Since \(E(0)-E(1)=-L\),

\[
D(n) \le nL - L + (1-n)\varepsilon_1 = (1-n)(\varepsilon_1-L).
\]

At \(n=1\) both sides are again zero.

**The opposite ends give the bracket.** At \(n=1\) the first bound says \(0=D(1)\le L-\varepsilon_0\). At \(n=0\) the second says \(0=D(0)\le \varepsilon_1-L\).

**Equality forces a straight line.** If \(\varepsilon_0=L\), the first bound becomes \(D(n)\le 0\) for every \(n\) in \([0,1]\). Together with \(D(n)\ge 0\) this gives \(D(n)=0\), that is, \(E(n)=E(0)+nL\). If \(\varepsilon_1=L\), the second bound leads to the same conclusion.

**A straight line forces equality.** If \(E(n)=a+bn\) on \([0,1]\), then \(L=(a+b)-a=b\). Every difference quotient taken inside the interval also equals \(b\), so the slope at any occupation in \([0,1]\) is \(L\).

## A quadratic energy with numbers

For constant curvature \(U\ge 0\), take

\[
E(n) = E_0 + \varepsilon n + \tfrac{U}{2}n^2 .
\]

The slope is \(\varepsilon+Un\), so \(\varepsilon_0=\varepsilon\), \(\varepsilon_1=\varepsilon+U\) and \(L=\varepsilon+U/2\). Each eigenvalue misses the level by \(U/2\), from opposite sides.

With \(E_0=0\), \(\varepsilon=1.0\) eV and \(U=0.6\) eV, the total energies are \(E(0)=0\) and \(E(1)=1.0+0.3=1.3\) eV. The level is 1.3 eV, while the eigenvalues are 1.0 eV and 1.6 eV. At half occupation \(E(1/2)=0.5+0.075=0.575\) eV and the chord is at 0.65 eV, so \(D(1/2)=0.075\) eV. Both upper bounds equal \(\tfrac12\cdot 0.3=0.15\) eV there.

## How the Lean statement reads

The energy is a function `E : ℝ → ℝ`. It has values at all real occupations, but the main theorem `eigenvalues_bracket_level` uses only those in `Icc 0 1`, the closed interval \([0,1]\). The definitions `formationEnergy`, `verticalLevel` and `chordDeviation` are \(F\), \(L\) and \(D\). The predicate `IsStraight E` says that there are numbers \(a\) and \(b\) with \(E(n)=a+bn\) for all \(n\) in the interval.

The main theorem has three hypotheses:

- `ConvexOn ℝ (Icc 0 1) E` states that the energy is convex between the two charge states. It stands for an approximate functional whose energy curves upward at fractional occupation, and it is assumed of \(E\), not derived from a functional.
- `HasDerivWithinAt E ε₀ (Icc 0 1) 0` states that \(\varepsilon_0\) is the derivative at 0 when only points of the interval are compared.
- `HasDerivWithinAt E ε₁ (Icc 0 1) 1` states the same for \(\varepsilon_1\) at the filled end.

Its conclusion consists of the two inequalities and the two equivalences with `IsStraight E`. The theorem `deriv_bracket_level` restates the inequalities and the first equivalence with ordinary derivatives, for an energy differentiable on the whole real line.

The chemical potential, the eigenvalues and the level are measured from the same zero of electron energy, and \(n\) counts electrons, so filling the orbital lowers the defect charge by one. Lattice relaxation between the charge states is absent, which is what makes the level vertical. Finite-size corrections for charged supercells do not appear either: `E` is whatever energy function one supplies, and the eigenvalues are its slopes. Concave energies are not treated.

## The complete file

```lean
import Mathlib

open Set

namespace ChargeTransitionLevel

noncomputable section

/-- Formation energy of the defect with `n` electrons in its orbital, when electrons are taken from
a reservoir of chemical potential `μ`, up to terms that do not depend on `n`. -/
def formationEnergy (E : ℝ → ℝ) (μ n : ℝ) : ℝ := E n - n * μ

/-- The vertical charge transition level: the total-energy difference between the filled
and the empty orbital. -/
def verticalLevel (E : ℝ → ℝ) : ℝ := E 1 - E 0

/-- The energy is a straight line in the occupation between empty and filled orbital. -/
def IsStraight (E : ℝ → ℝ) : Prop :=
  ∃ a b : ℝ, ∀ n ∈ Icc (0 : ℝ) 1, E n = a + b * n

/-- How far the energy at occupation `n` lies below the straight line that joins the
empty and the filled orbital. -/
def chordDeviation (E : ℝ → ℝ) (n : ℝ) : ℝ := E 0 + n * verticalLevel E - E n

/-- A model energy with orbital energy `ε` at zero occupation and constant curvature `U`. -/
def quadraticEnergy (E₀ ε U n : ℝ) : ℝ := E₀ + ε * n + U / 2 * n ^ 2

/-- The two charge states have equal formation energy exactly when the chemical potential
of the electrons sits at the vertical level. -/
theorem formationEnergy_eq_iff (E : ℝ → ℝ) (μ : ℝ) :
    formationEnergy E μ 1 = formationEnergy E μ 0 ↔ μ = verticalLevel E := by
  unfold formationEnergy verticalLevel
  constructor <;> intro h <;> linarith

/-- A convex energy lies on or below the line joining the two charge states. -/
theorem chordDeviation_nonneg {E : ℝ → ℝ} (hE : ConvexOn ℝ (Icc 0 1) E)
    {n : ℝ} (hn : n ∈ Icc (0 : ℝ) 1) : 0 ≤ chordDeviation E n := by
  have h := hE.2 (left_mem_Icc.2 zero_le_one) (right_mem_Icc.2 zero_le_one)
    (sub_nonneg.2 hn.2) hn.1 (sub_add_cancel 1 n)
  simp only [smul_eq_mul, mul_zero, mul_one, zero_add] at h
  unfold chordDeviation verticalLevel
  linarith

/-- For a convex energy, the deviation from linearity is at most the occupation times the
error of the empty-orbital eigenvalue `ε₀`. -/
theorem chordDeviation_le_empty {E : ℝ → ℝ} {ε₀ : ℝ} (hE : ConvexOn ℝ (Icc 0 1) E)
    (h₀ : HasDerivWithinAt E ε₀ (Icc 0 1) 0) {n : ℝ} (hn : n ∈ Icc (0 : ℝ) 1) :
    chordDeviation E n ≤ n * (verticalLevel E - ε₀) := by
  rcases eq_or_lt_of_le hn.1 with h | h
  · subst h
    simp [chordDeviation]
  · -- the tangent at the empty end lies below the energy
    have hs := hE.le_slope_of_hasDerivWithinAt (left_mem_Icc.2 zero_le_one) hn h h₀
    rw [slope_def_field, le_div_iff₀ (by linarith)] at hs
    unfold chordDeviation
    linarith

/-- For a convex energy, the deviation from linearity is at most the missing occupation
times the error of the filled-orbital eigenvalue `ε₁`. -/
theorem chordDeviation_le_filled {E : ℝ → ℝ} {ε₁ : ℝ} (hE : ConvexOn ℝ (Icc 0 1) E)
    (h₁ : HasDerivWithinAt E ε₁ (Icc 0 1) 1) {n : ℝ} (hn : n ∈ Icc (0 : ℝ) 1) :
    chordDeviation E n ≤ (1 - n) * (ε₁ - verticalLevel E) := by
  rcases eq_or_lt_of_le hn.2 with h | h
  · subst h
    simp [chordDeviation, verticalLevel]
  · -- the tangent at the filled end lies below the energy
    have hs := hE.slope_le_of_hasDerivWithinAt hn (right_mem_Icc.2 zero_le_one) h h₁
    rw [slope_def_field, div_le_iff₀ (by linarith)] at hs
    unfold chordDeviation verticalLevel
    linarith

/-- If the energy is straight between the two charge states, the orbital eigenvalue at any
occupation `m` between empty and filled equals the vertical level. -/
theorem eigenvalue_eq_of_isStraight {E : ℝ → ℝ} {ε m : ℝ} (hS : IsStraight E)
    (hm : m ∈ Icc (0 : ℝ) 1) (h : HasDerivWithinAt E ε (Icc 0 1) m) :
    ε = verticalLevel E := by
  obtain ⟨a, b, hab⟩ := hS
  have hline : HasDerivAt (fun n : ℝ => a + b * n) b m :=
    (((hasDerivAt_id' m).const_mul b).const_add a).congr_deriv (mul_one b)
  have hb : HasDerivWithinAt E b (Icc 0 1) m :=
    hline.hasDerivWithinAt.congr hab (hab m hm)
  -- the derivative within the interval is unique
  have hεb : ε = b := (uniqueDiffOn_Icc zero_lt_one m hm).eq_deriv _ h hb
  have e0 := hab 0 (left_mem_Icc.2 zero_le_one)
  have e1 := hab 1 (right_mem_Icc.2 zero_le_one)
  unfold verticalLevel
  linarith

/-- For a convex energy the eigenvalues of the empty and the filled orbital bracket the
vertical level, and either one equals it exactly when the energy is straight in between. -/
theorem eigenvalues_bracket_level {E : ℝ → ℝ} {ε₀ ε₁ : ℝ} (hE : ConvexOn ℝ (Icc 0 1) E)
    (h₀ : HasDerivWithinAt E ε₀ (Icc 0 1) 0) (h₁ : HasDerivWithinAt E ε₁ (Icc 0 1) 1) :
    (ε₀ ≤ verticalLevel E ∧ verticalLevel E ≤ ε₁) ∧
      (ε₀ = verticalLevel E ↔ IsStraight E) ∧ (ε₁ = verticalLevel E ↔ IsStraight E) := by
  have m0 : (0 : ℝ) ∈ Icc (0 : ℝ) 1 := left_mem_Icc.2 zero_le_one
  have m1 : (1 : ℝ) ∈ Icc (0 : ℝ) 1 := right_mem_Icc.2 zero_le_one
  -- without deviation from the chord the energy is straight
  have key : (∀ n ∈ Icc (0 : ℝ) 1, chordDeviation E n ≤ 0) → IsStraight E := by
    intro h
    refine ⟨E 0, verticalLevel E, fun n hn => ?_⟩
    have hz := le_antisymm (h n hn) (chordDeviation_nonneg hE hn)
    unfold chordDeviation at hz
    linarith
  refine ⟨⟨?_, ?_⟩, ⟨fun h => key fun n hn => ?_, fun h => ?_⟩,
    ⟨fun h => key fun n hn => ?_, fun h => ?_⟩⟩
  · linarith [chordDeviation_nonneg hE m1, chordDeviation_le_empty hE h₀ m1]
  · linarith [chordDeviation_nonneg hE m0, chordDeviation_le_filled hE h₁ m0]
  · have hd := chordDeviation_le_empty hE h₀ hn
    rwa [h, sub_self, mul_zero] at hd
  · exact eigenvalue_eq_of_isStraight h m0 h₀
  · have hd := chordDeviation_le_filled hE h₁ hn
    rwa [h, sub_self, mul_zero] at hd
  · exact eigenvalue_eq_of_isStraight h m1 h₁

/-- For an energy differentiable in the occupation and convex between the charge states,
`E'(0) ≤ E(1) - E(0) ≤ E'(1)`, and the first equality holds exactly for a straight energy. -/
theorem deriv_bracket_level {E : ℝ → ℝ} (hE : ConvexOn ℝ (Icc 0 1) E)
    (hd : Differentiable ℝ E) :
    deriv E 0 ≤ E 1 - E 0 ∧ E 1 - E 0 ≤ deriv E 1 ∧
      (deriv E 0 = E 1 - E 0 ↔ IsStraight E) := by
  have h := eigenvalues_bracket_level hE (hd 0).hasDerivAt.hasDerivWithinAt
    (hd 1).hasDerivAt.hasDerivWithinAt
  exact ⟨h.1.1, h.1.2, h.2.1⟩

/-- The model energy with curvature `U ≥ 0` is convex, its eigenvalues at empty and filled
orbital are `ε` and `ε + U`, and its vertical level is `ε + U / 2`. -/
theorem quadraticEnergy_witness (E₀ ε U : ℝ) (hU : 0 ≤ U) :
    ConvexOn ℝ (Icc 0 1) (quadraticEnergy E₀ ε U) ∧
      HasDerivWithinAt (quadraticEnergy E₀ ε U) ε (Icc 0 1) 0 ∧
      HasDerivWithinAt (quadraticEnergy E₀ ε U) (ε + U) (Icc 0 1) 1 ∧
      verticalLevel (quadraticEnergy E₀ ε U) = ε + U / 2 := by
  have hder : ∀ m : ℝ, HasDerivAt (quadraticEnergy E₀ ε U) (ε + U * m) m := by
    intro m
    have h := (((hasDerivAt_id' m).const_mul ε).const_add E₀).add
      ((hasDerivAt_pow 2 m).const_mul (U / 2))
    refine HasDerivAt.congr_deriv (f := quadraticEnergy E₀ ε U) h ?_
    norm_num
    ring
  refine ⟨⟨convex_Icc 0 1, ?_⟩, ?_, ?_, ?_⟩
  · intro x _ y _ a b ha hb hab
    obtain rfl : b = 1 - a := by linarith
    simp only [smul_eq_mul, quadraticEnergy]
    -- the convexity gap is `U / 2 * a * (1 - a) * (x - y) ^ 2`
    nlinarith [mul_nonneg (mul_nonneg (mul_nonneg hU ha) hb) (sq_nonneg (x - y))]
  · exact ((hder 0).congr_deriv (by ring)).hasDerivWithinAt
  · exact ((hder 1).congr_deriv (by ring)).hasDerivWithinAt
  · unfold verticalLevel quadraticEnergy
    ring

end

end ChargeTransitionLevel
```

```lean
#print axioms ChargeTransitionLevel.formationEnergy_eq_iff
#print axioms ChargeTransitionLevel.eigenvalues_bracket_level
#print axioms ChargeTransitionLevel.deriv_bracket_level
```

```
'ChargeTransitionLevel.formationEnergy_eq_iff' depends on axioms: [propext, Classical.choice, Quot.sound]
'ChargeTransitionLevel.eigenvalues_bracket_level' depends on axioms: [propext, Classical.choice, Quot.sound]
'ChargeTransitionLevel.deriv_bracket_level' depends on axioms: [propext, Classical.choice, Quot.sound]
```

## How the proof follows the derivation

The theorem `formationEnergy_eq_iff` identifies the level as the balance point. After the definitions are unfolded, each direction is a linear rearrangement, which `linarith` carries out.

In `chordDeviation_nonneg`, the term `hE.2` is the convexity inequality. It is applied to the points 0 and 1 with weights \(1-n\) and \(n\), whose nonnegativity comes from `hn`. What remains after simplification is the chord inequality of the first step.

The two upper bounds, `chordDeviation_le_empty` and `chordDeviation_le_filled`, begin with a case split. When \(n\) is the end at which the tangent is drawn, the slope between the two points is undefined, and both sides of the bound are computed to be zero. Otherwise Mathlib supplies the comparison between the end-point derivative and the slope of the secant, through `le_slope_of_hasDerivWithinAt` and `slope_le_of_hasDerivWithinAt`. These lemmas take the place of the limit \(s\to 0\). The rewriting that follows multiplies by the positive length \(n\) or \(1-n\), and `linarith` finishes the algebra.

The theorem `eigenvalue_eq_of_isStraight` handles the straight line at any occupation `m` in the interval. It first shows that \(a+bn\) has derivative \(b\), then transfers this to `E`, which agrees with the line on `Icc 0 1`. Now `E` has both `ε` and `b` as derivative within the interval at the same point. The lemma `uniqueDiffOn_Icc` says that such a derivative is unique, even at an end point, so `ε = b`. The values at 0 and 1 then give \(b=L\).

The main theorem assembles these results. Its local statement `key` says that if \(D(n)\le 0\) throughout the interval, the energy is straight; it combines this assumption with `chordDeviation_nonneg` through `le_antisymm`. The inequalities of the bracket come from evaluating the upper bounds at the opposite ends, `m1` for the empty-orbital bound and `m0` for the filled-orbital bound. For the forward direction of each equivalence, substituting the assumed equality turns the right side of the bound into zero, and `key` applies. The reverse directions are `eigenvalue_eq_of_isStraight` at the two ends.

For `deriv_bracket_level`, an ordinary derivative is also a derivative within the interval, so the main theorem applies directly.

Finally, `quadraticEnergy_witness` confirms that the quadratic model satisfies all the hypotheses for every \(U\ge 0\), and computes its level. The derivative \(\varepsilon+Um\) is established once for every `m` and then evaluated at 0 and 1. For convexity, the weighted average of the energies at \(x\) and \(y\), with weights \(a\) and \(1-a\), exceeds the energy at the averaged occupation by

\[
\tfrac{U}{2}\,a(1-a)(x-y)^2 .
\]

The hint given to `nlinarith` is that this product is nonnegative, up to the factor \(\tfrac12\).
